# Dipole component of the erfc-screened exchange kernel: within \(m/\sqrt\pi\) of the Coulomb value

At a single nonzero value of the screening parameter, a mismatch between a computed screened exchange kernel and its Coulomb limit may come from a wrong prefactor or from the screening itself. For the dipole component at two distinct positive radii, the bound below limits how much the screening can account for.

Let \(0<s<r\) be the radii of two points, \(t\) the cosine of the angle between their directions, and \(d(t)=\sqrt{r^2+s^2-2rst}\) their distance. The screening parameter \(m\ge0\) is an inverse length: exchange is damped beyond distances of order \(1/m\). For a pair interaction \(v\), write

\[
D[v]=\tfrac12\int_{-1}^{1}t\,v(d(t))\,dt .
\]

With \(v_m(x)=\operatorname{erfc}(mx)/x\),

\[
\left|D[v_m]-\frac{s}{3r^2}\right|\le\frac{m}{\sqrt\pi},
\qquad
\left|D[v_m]-\frac{s}{3r^2}\right|\le\frac{2m^3(r+s)^2}{3\sqrt\pi}.
\]

## Testing the \(l=1\) radial kernel

In a PAW code with range-separated exchange, the one-centre terms can be built from radial multipole kernels of \(v_m\). The \(l=1\) kernel can be tested at small \(m\) against \(s/(3r^2)\), with the smaller bound plus the quadrature error as tolerance. At \(r=1\), \(s=0.5\), \(m=0.1\), the Coulomb value is 0.1667 and the bounds are 0.056 and 0.00085, so the cubic one makes the sharper test.

Check the normalisation first. \(D[v]\) is the Legendre projection with weight \(1/2\); the coefficient of \(P_1(t)=t\) in the expansion of \(v(d)\) is \(3D[v]\), which gives the familiar \(s/r^2\) for Coulomb. For a kernel in that normalisation, the bounds that follow from those above are three times as large.

## From the Coulomb integral to the screened bound

**Coulomb value.** Since \(d^2\) is linear in \(t\), \(d\) runs from \(r+s\) at \(t=-1\) to \(r-s>0\) at \(t=1\). Put

\[
F(t)=-\frac{1}{4r^2s^2}\left[2(r^2+s^2)d-\tfrac23d^3\right].
\]

From \(d'=-rs/d\) and \(r^2+s^2-d^2=2rst\),

\[
F'(t)=\frac{r^2+s^2-d^2}{2rs\,d}=\frac td .
\]

Hence

\[
D[1/x]=\frac{F(1)-F(-1)}2
=\frac{4s(r^2+s^2)-\frac23(6r^2s+2s^3)}{8r^2s^2}
=\frac{s}{3r^2}.
\]

**Constant shift.** Because \(\int_{-1}^1t\,dt=0\), any constant \(c\) may be added:

\[
D[v]-\frac{s}{3r^2}=\frac12\int_{-1}^1t\left(v(d)-\frac1d+c\right)dt .
\]

If the bracket is at most \(K\) in absolute value, so is the left side, since \(|t|\le1\).

**Screening.** Integrating \(1-u^2\le e^{-u^2}\le1\) from 0 to \(mx\) gives, for \(L(x)=(1-\operatorname{erfc}(mx))/x\) and \(x>0\),

\[
\frac{2m}{\sqrt\pi}-\frac{2m^3x^2}{3\sqrt\pi}\le L(x)\le\frac{2m}{\sqrt\pi},
\qquad L(x)\ge0 .
\]

Here \(v_m(x)-1/x=-L(x)\). Taking \(c=m/\sqrt\pi\), the midpoint of the range \([0,2m/\sqrt\pi]\), gives the linear bound. Taking \(c=2m/\sqrt\pi\) and \(x\le r+s\) gives the cubic one.

Neither bound is sharp. Since \(\int_{-1}^1|t|\,dt=1\), keeping the factor \(|t|\) in the estimate instead of replacing it by 1 would halve both; the Lean file proves the bounds as stated, not the halved ones.

## The Lean file

```lean
import Mathlib

open Filter Topology MeasureTheory

namespace ScreenedExchangeDipole

noncomputable section

/-- The complementary error function. -/
def erfc (x : ℝ) : ℝ := 1 - 2 / √Real.pi * ∫ u in (0:ℝ)..x, Real.exp (-u ^ 2)

/-- The distance between two points at radii `r` and `s` whose directions have cosine `t`. -/
def sep (r s t : ℝ) : ℝ := √(r ^ 2 + s ^ 2 - 2 * r * s * t)

/-- The dipole component, at radii `r` and `s`, of a pair interaction `v` of the distance. -/
def dipole (v : ℝ → ℝ) (r s : ℝ) : ℝ := 1 / 2 * ∫ t in (-1:ℝ)..1, t * v (sep r s t)

/-- The short-range screened interaction with screening parameter `m`. -/
def screened (m x : ℝ) : ℝ := erfc (m * x) / x

/-- The distance between the two points lies between `r - s` and `r + s`. -/
theorem sep_mem {r s t : ℝ} (hs : 0 < s) (hsr : s < r) (h1 : -1 ≤ t) (h2 : t ≤ 1) :
    r - s ≤ sep r s t ∧ sep r s t ≤ r + s := by
  have hrs : 0 < r * s := mul_pos (hs.trans hsr) hs
  have ha := mul_nonneg hrs.le (sub_nonneg.mpr h2)
  have hb := mul_nonneg hrs.le (by linarith : 0 ≤ 1 + t)
  unfold sep
  constructor
  · rw [Real.le_sqrt' (by linarith)]
    nlinarith
  · rw [Real.sqrt_le_iff]
    constructor
    · linarith
    · nlinarith

/-- The dipole integrand of an interaction continuous at positive distances is integrable. -/
theorem integrable_dipole {r s : ℝ} (hs : 0 < s) (hsr : s < r) {v : ℝ → ℝ}
    (hv : ContinuousOn v (Set.Ioi 0)) :
    IntervalIntegrable (fun t => t * v (sep r s t)) volume (-1) 1 := by
  apply ContinuousOn.intervalIntegrable
  rw [Set.uIcc_of_le (by norm_num)]
  have hc : Continuous (fun t => sep r s t) :=
    Real.continuous_sqrt.comp (by fun_prop : Continuous fun t : ℝ => r ^ 2 + s ^ 2 - 2 * r * s * t)
  refine continuousOn_id.mul (hv.comp hc.continuousOn ?_)
  intro t ht
  have h := (sep_mem hs hsr ht.1 ht.2).1
  exact Set.mem_Ioi.mpr (by linarith)

/-- The Coulomb interaction is continuous at positive distances. -/
theorem continuousOn_coulomb : ContinuousOn (fun x : ℝ => 1 / x) (Set.Ioi 0) :=
  ContinuousOn.div continuousOn_const continuousOn_id (fun _ hx => (Set.mem_Ioi.mp hx).ne')

/-- The dipole component of the Coulomb interaction is `s / (3 r²)`. -/
theorem dipole_coulomb {r s : ℝ} (hs : 0 < s) (hsr : s < r) :
    dipole (fun x => 1 / x) r s = s / (3 * r ^ 2) := by
  have hr : 0 < r := hs.trans hsr
  have hr0 : r ≠ 0 := hr.ne'
  have hs0 : s ≠ 0 := hs.ne'
  -- an antiderivative, written as a polynomial in the distance
  have hd : ∀ t ∈ Set.uIcc (-1:ℝ) 1, HasDerivAt
      (fun t => -(1 / (2 * r * s) ^ 2) *
        (2 * (r ^ 2 + s ^ 2) * sep r s t - 2 / 3 * (sep r s t) ^ 3))
      (t * (1 / sep r s t)) t := by
    intro t ht
    rw [Set.uIcc_of_le (by norm_num)] at ht
    have hpos : 0 < sep r s t := by
      have h := (sep_mem hs hsr ht.1 ht.2).1
      linarith
    have harg : 0 < r ^ 2 + s ^ 2 - 2 * r * s * t := Real.sqrt_pos.mp hpos
    have hsq : sep r s t ^ 2 = r ^ 2 + s ^ 2 - 2 * r * s * t := Real.sq_sqrt harg.le
    have h1 : HasDerivAt (fun t : ℝ => r ^ 2 + s ^ 2 - 2 * r * s * t) (-(2 * r * s)) t :=
      (((hasDerivAt_id' t).const_mul (2 * r * s)).const_sub (r ^ 2 + s ^ 2)).congr_deriv (by ring)
    have h2 : HasDerivAt (fun t => sep r s t) (-(2 * r * s) / (2 * sep r s t)) t :=
      h1.sqrt harg.ne'
    have h3 := ((h2.const_mul (2 * (r ^ 2 + s ^ 2))).fun_sub
      ((h2.fun_pow 3).const_mul (2 / 3))).const_mul (-(1 / (2 * r * s) ^ 2))
    refine h3.congr_deriv ?_
    have e : r ^ 2 + s ^ 2 = sep r s t ^ 2 + 2 * r * s * t := by linarith
    have hne : sep r s t ≠ 0 := hpos.ne'
    rw [e]
    simp only [Nat.cast_ofNat, Nat.reduceSub]
    field_simp
    ring
  have key := intervalIntegral.integral_eq_sub_of_hasDerivAt hd
    (integrable_dipole hs hsr continuousOn_coulomb)
  have e1 : sep r s 1 = r - s := by
    unfold sep
    rw [show r ^ 2 + s ^ 2 - 2 * r * s * 1 = (r - s) ^ 2 by ring, Real.sqrt_sq (by linarith)]
  have e2 : sep r s (-1) = r + s := by
    unfold sep
    rw [show r ^ 2 + s ^ 2 - 2 * r * s * (-1) = (r + s) ^ 2 by ring, Real.sqrt_sq (by linarith)]
  show 1 / 2 * (∫ t in (-1:ℝ)..1, t * (1 / sep r s t)) = _
  rw [key]
  simp only [e1, e2]
  field_simp
  ring

/-- If an interaction, shifted by a constant `c`, is within `K` of the Coulomb one at all
distances from `r - s` to `r + s`, then its dipole component is within `K` of the Coulomb value. -/
theorem dipole_near_coulomb {r s c K : ℝ} (hs : 0 < s) (hsr : s < r) {v : ℝ → ℝ}
    (hv : ContinuousOn v (Set.Ioi 0))
    (hK : ∀ x, r - s ≤ x → x ≤ r + s → |v x - 1 / x + c| ≤ K) :
    |dipole v r s - s / (3 * r ^ 2)| ≤ K := by
  have hvi := integrable_dipole hs hsr hv
  have hci : IntervalIntegrable (fun t => t * (1 / sep r s t)) volume (-1) 1 :=
    integrable_dipole hs hsr continuousOn_coulomb
  have hsub : IntervalIntegrable
      (fun t => t * v (sep r s t) - t * (1 / sep r s t)) volume (-1) 1 := hvi.sub hci
  have hlin : IntervalIntegrable (fun t : ℝ => t * c) volume (-1) 1 :=
    (by fun_prop : Continuous fun t : ℝ => t * c).intervalIntegrable _ _
  -- a constant interaction has no dipole component
  have hzero : ∫ t in (-1:ℝ)..1, t * c = 0 := by
    rw [intervalIntegral.integral_mul_const, integral_id]
    norm_num
  have heq : dipole v r s - dipole (fun x => 1 / x) r s = 1 / 2 *
      ∫ t in (-1:ℝ)..1, (t * v (sep r s t) - t * (1 / sep r s t) + t * c) := by
    rw [intervalIntegral.integral_add hsub hlin, intervalIntegral.integral_sub hvi hci, hzero]
    simp only [dipole]
    ring
  have hb : ‖∫ t in (-1:ℝ)..1, (t * v (sep r s t) - t * (1 / sep r s t) + t * c)‖
      ≤ K * |(1:ℝ) - (-1)| := by
    apply intervalIntegral.norm_integral_le_of_norm_le_const
    intro t ht
    rw [Set.uIoc_of_le (by norm_num)] at ht
    have hm := sep_mem hs hsr ht.1.le ht.2
    rw [show t * v (sep r s t) - t * (1 / sep r s t) + t * c
      = t * (v (sep r s t) - 1 / sep r s t + c) by ring, Real.norm_eq_abs, abs_mul]
    calc |t| * |v (sep r s t) - 1 / sep r s t + c| ≤ 1 * K :=
          mul_le_mul (abs_le.mpr ⟨ht.1.le, ht.2⟩) (hK _ hm.1 hm.2) (abs_nonneg _) zero_le_one
      _ = K := one_mul K
  have h2 : |(1:ℝ) - (-1)| = 2 := by norm_num
  rw [h2, Real.norm_eq_abs] at hb
  rw [← dipole_coulomb hs hsr, heq, abs_mul, abs_of_pos (by norm_num : (0:ℝ) < 1 / 2)]
  linarith

/-- Linear lower bound, and constant and cubic upper bounds, on `erfc` for `x ≥ 0`. -/
theorem erfc_bounds {x : ℝ} (hx : 0 ≤ x) :
    1 - 2 / √Real.pi * x ≤ erfc x ∧ erfc x ≤ 1 ∧
      erfc x ≤ 1 - 2 / √Real.pi * (x - x ^ 3 / 3) := by
  have hg : IntervalIntegrable (fun u : ℝ => Real.exp (-u ^ 2)) volume 0 x :=
    (by fun_prop : Continuous fun u : ℝ => Real.exp (-u ^ 2)).intervalIntegrable _ _
  have hp : IntervalIntegrable (fun u : ℝ => 1 - u ^ 2) volume 0 x :=
    (by fun_prop : Continuous fun u : ℝ => 1 - u ^ 2).intervalIntegrable _ _
  have hup : ∫ u in (0:ℝ)..x, Real.exp (-u ^ 2) ≤ x := by
    calc ∫ u in (0:ℝ)..x, Real.exp (-u ^ 2) ≤ ∫ _u in (0:ℝ)..x, (1:ℝ) :=
          intervalIntegral.integral_mono_on hx hg (continuous_const.intervalIntegrable _ _)
            (fun u _ => Real.exp_le_one_iff.mpr (by nlinarith [sq_nonneg u]))
      _ = x := by simp
  have hlow : x - x ^ 3 / 3 ≤ ∫ u in (0:ℝ)..x, Real.exp (-u ^ 2) := by
    calc x - x ^ 3 / 3 = ∫ u in (0:ℝ)..x, (1 - u ^ 2) := by
          rw [intervalIntegral.integral_sub (continuous_const.intervalIntegrable _ _)
            ((continuous_pow 2).intervalIntegrable _ _), integral_pow,
            intervalIntegral.integral_const]
          norm_num
      _ ≤ _ := intervalIntegral.integral_mono_on hx hp hg
            (fun u _ => by linarith [Real.add_one_le_exp (-u ^ 2)])
  have hnn : 0 ≤ ∫ u in (0:ℝ)..x, Real.exp (-u ^ 2) :=
    intervalIntegral.integral_nonneg hx (fun u _ => (Real.exp_pos _).le)
  have hc : 0 ≤ 2 / √Real.pi := by positivity
  have m1 := mul_le_mul_of_nonneg_left hup hc
  have m2 := mul_le_mul_of_nonneg_left hlow hc
  have m3 := mul_nonneg hc hnn
  unfold erfc
  exact ⟨by linarith, by linarith, by linarith⟩

/-- The screened interaction is continuous at positive distances. -/
theorem continuousOn_screened (m : ℝ) : ContinuousOn (screened m) (Set.Ioi 0) := by
  have hg : Continuous fun u : ℝ => Real.exp (-u ^ 2) := by fun_prop
  have he : Continuous erfc := continuous_const.sub (continuous_const.mul
    (intervalIntegral.continuous_primitive (fun a b => hg.intervalIntegrable a b) 0))
  exact ContinuousOn.div (he.comp (continuous_const.mul continuous_id)).continuousOn
    continuousOn_id (fun _ hx => (Set.mem_Ioi.mp hx).ne')

/-- The dipole component of the screened interaction differs from the Coulomb value
`s / (3 r²)` by at most `m / √π`. -/
theorem screened_dipole_bound {r s m : ℝ} (hs : 0 < s) (hsr : s < r) (hm : 0 ≤ m) :
    |dipole (screened m) r s - s / (3 * r ^ 2)| ≤ m / √Real.pi := by
  -- shift by the midpoint of the range of the long-range part
  refine dipole_near_coulomb (c := m / √Real.pi) hs hsr (continuousOn_screened m) ?_
  intro x hx _
  have hx0 : 0 < x := by linarith
  obtain ⟨b1, b2, _⟩ := erfc_bounds (mul_nonneg hm hx0.le)
  have l : 0 ≤ (1 - erfc (m * x)) / x := div_nonneg (by linarith) hx0.le
  have u : (1 - erfc (m * x)) / x ≤ 2 * (m / √Real.pi) := by
    rw [div_le_iff₀ hx0]
    have e : 2 / √Real.pi * (m * x) = 2 * (m / √Real.pi) * x := by ring
    linarith
  have e : screened m x - 1 / x = -((1 - erfc (m * x)) / x) := by
    unfold screened
    ring
  rw [e, abs_le]
  constructor <;> linarith

/-- The deviation of the screened dipole component from the Coulomb value is bounded by a
term cubic in the screening parameter. -/
theorem screened_dipole_cubic_bound {r s m : ℝ} (hs : 0 < s) (hsr : s < r) (hm : 0 ≤ m) :
    |dipole (screened m) r s - s / (3 * r ^ 2)|
      ≤ 2 * m ^ 3 / (3 * √Real.pi) * (r + s) ^ 2 := by
  -- shift by the value of the long-range part at zero distance
  refine dipole_near_coulomb (c := 2 * (m / √Real.pi)) hs hsr (continuousOn_screened m) ?_
  intro x hx hx'
  have hx0 : 0 < x := by linarith
  obtain ⟨b1, _, b3⟩ := erfc_bounds (mul_nonneg hm hx0.le)
  have u : (1 - erfc (m * x)) / x ≤ 2 * (m / √Real.pi) := by
    rw [div_le_iff₀ hx0]
    have e : 2 / √Real.pi * (m * x) = 2 * (m / √Real.pi) * x := by ring
    linarith
  have l : 2 * (m / √Real.pi) - 2 * m ^ 3 / (3 * √Real.pi) * x ^ 2
      ≤ (1 - erfc (m * x)) / x := by
    rw [le_div_iff₀ hx0]
    have e : (2 * (m / √Real.pi) - 2 * m ^ 3 / (3 * √Real.pi) * x ^ 2) * x
        = 2 / √Real.pi * (m * x - (m * x) ^ 3 / 3) := by ring
    linarith
  have hq : 2 * m ^ 3 / (3 * √Real.pi) * x ^ 2
      ≤ 2 * m ^ 3 / (3 * √Real.pi) * (r + s) ^ 2 :=
    mul_le_mul_of_nonneg_left (pow_le_pow_left₀ hx0.le hx' 2) (by positivity)
  have hK : 0 ≤ 2 * m ^ 3 / (3 * √Real.pi) * (r + s) ^ 2 := by positivity
  have e : screened m x - 1 / x = -((1 - erfc (m * x)) / x) := by
    unfold screened
    ring
  rw [e, abs_le]
  constructor <;> linarith

/-- As the screening parameter tends to zero from above, the dipole component of the screened
interaction tends to the Coulomb value. -/
theorem screened_dipole_tendsto {r s : ℝ} (hs : 0 < s) (hsr : s < r) :
    Tendsto (fun m => dipole (screened m) r s) (𝓝[≥] 0) (𝓝 (s / (3 * r ^ 2))) := by
  have hlim : Tendsto (fun m : ℝ => m / √Real.pi) (𝓝[≥] 0) (𝓝 0) :=
    ((continuous_id.div_const (√Real.pi)).tendsto' 0 0 (by simp)).mono_left nhdsWithin_le_nhds
  rw [tendsto_iff_norm_sub_tendsto_zero]
  refine squeeze_zero' (Eventually.of_forall fun _ => norm_nonneg _) ?_ hlim
  filter_upwards [self_mem_nhdsWithin] with m hm
  exact screened_dipole_bound hs hsr hm

end

end ScreenedExchangeDipole
```

```lean
#print axioms ScreenedExchangeDipole.screened_dipole_cubic_bound
-- 'ScreenedExchangeDipole.screened_dipole_cubic_bound' depends on axioms: [propext, Classical.choice, Quot.sound]
#print axioms ScreenedExchangeDipole.screened_dipole_tendsto
-- 'ScreenedExchangeDipole.screened_dipole_tendsto' depends on axioms: [propext, Classical.choice, Quot.sound]
```

## Fixed radii, one multipole, absolute error

`sep r s t` is \(d(t)\), `dipole v r s` is \(D[v]\), and `screened m` is \(v_m\), all over the real numbers; `erfc` is defined by its integral. The interaction carries no charge or unit prefactor. `screened_dipole_bound` and `screened_dipole_cubic_bound` state the two inequalities for every `0 < s`, `s < r` and `0 ≤ m`. `screened_dipole_tendsto` gives the limit \(m\to0\) from the right at fixed radii, by squeezing with the linear bound.

The proof follows the derivation. `sep_mem` keeps the distance positive, which `integrable_dipole` needs for integrability. `dipole_coulomb` differentiates \(F\) and applies the fundamental theorem of calculus; `field_simp` and `ring` do the algebra. `dipole_near_coulomb` is the constant shift, for interactions continuous at positive distances, and `erfc_bounds` integrates the exponential inequalities using `integral_mono_on`.

The error is absolute. When \(s/(3r^2)\) is small, either bound can exceed it, and then that bound does not guarantee a small relative error, though the actual one may be small. Equal radii, other multipoles, integration over orbital products and the total exchange energy are not covered, nor are the rounding and quadrature errors of an implementation.
